# Three planar bond projectors at 120° to each other, weighted by the phases 1, w, w² with w = exp(2πi/3), sum to 3/4 times the matrix with rows (1, −i) and (−i, −1)

Three unit vectors d_j lie in a plane at angles 2πj/3, for j = 0, 1, 2, and each projector d_j d_jᵀ is weighted by w^j, where w = exp(2πi/3) is the Bloch phase between neighbouring bonds at the point K. The theorem says that the sum of these three terms is the 2×2 complex matrix with rows (3/4, −3i/4) and (−3i/4, −3/4). It concerns this finite sum alone, with no masses or force constants in it. The attempt works out the cosines, sines and phases explicitly, proves the four matrix entries one by one, and puts the matrix together from them.

The failing Lean file:

```lean
import Mathlib

open Matrix
open Complex (I)

namespace HoneycombValleyPhonons

noncomputable section

/-- Unit vector along the bond `j`, at angle `2πj/3`. -/
def bond (j : Fin 3) : Fin 2 → ℂ :=
  ![(Real.cos (2 * Real.pi * ((j : ℕ) : ℝ) / 3) : ℂ),
    (Real.sin (2 * Real.pi * ((j : ℕ) : ℝ) / 3) : ℂ)]

/-- The Bloch phase `w = exp(2πi/3)` between neighbouring bonds at the point K. -/
def valleyPhase : ℂ := Complex.exp (((2 * Real.pi / 3 : ℝ) : ℂ) * I)

/-- The phased sum of bond projectors, `∑ w^j d_j d_jᵀ`. -/
def bondSum : Matrix (Fin 2) (Fin 2) ℂ :=
  ∑ j : Fin 3, valleyPhase ^ (j : ℕ) • vecMulVec (bond j) (bond j)

/-- The phased bond sum at K is `3/4` times the matrix with rows `(1, -i)` and `(-i, -1)`. -/
theorem bondSum_eq : bondSum = !![3 / 4, -(3 / 4) * I; -(3 / 4) * I, -(3 / 4)] := by
  have c1 : Real.cos (2 * Real.pi / 3) = -(1 / 2) := by
    rw [show 2 * Real.pi / 3 = Real.pi - Real.pi / 3 by ring, Real.cos_pi_sub,
      Real.cos_pi_div_three]
  have s1 : Real.sin (2 * Real.pi / 3) = √3 / 2 := by
    rw [show 2 * Real.pi / 3 = Real.pi - Real.pi / 3 by ring, Real.sin_pi_sub,
      Real.sin_pi_div_three]
  have c2 : Real.cos (2 * Real.pi * 2 / 3) = -(1 / 2) := by
    rw [show 2 * Real.pi * 2 / 3 = Real.pi / 3 + Real.pi by ring, Real.cos_add_pi,
      Real.cos_pi_div_three]
  have s2 : Real.sin (2 * Real.pi * 2 / 3) = -(√3 / 2) := by
    rw [show 2 * Real.pi * 2 / 3 = Real.pi / 3 + Real.pi by ring, Real.sin_add_pi,
      Real.sin_pi_div_three]
  have r3 : ((√3 : ℝ) : ℂ) ^ 2 = 3 := by
    rw [← Complex.ofReal_pow, Real.sq_sqrt (by norm_num)]; norm_num
  have b0 : bond 0 = ![1, 0] := by simp [bond]
  have b1 : bond 1 = ![-(1 / 2), ((√3 : ℝ) : ℂ) / 2] := by
    simp only [bond, Fin.val_one, Nat.cast_one, mul_one, c1, s1]; push_cast; rfl
  have b2 : bond 2 = ![-(1 / 2), -(((√3 : ℝ) : ℂ) / 2)] := by
    simp only [bond, Fin.val_two, Nat.cast_ofNat, c2, s2]; push_cast; rfl
  have w1 : valleyPhase = -(1 / 2) + ((√3 : ℝ) : ℂ) / 2 * I := by
    rw [valleyPhase, Complex.exp_mul_I, ← Complex.ofReal_cos, ← Complex.ofReal_sin, c1, s1]
    push_cast; rfl
  have w2 : valleyPhase ^ 2 = -(1 / 2) - ((√3 : ℝ) : ℂ) / 2 * I := by
    rw [w1]; linear_combination (I ^ 2 / 4) * r3 + (3 / 4) * Complex.I_sq
  have h : ∀ a b, bondSum a b = bond 0 a * bond 0 b + valleyPhase * (bond 1 a * bond 1 b)
      + valleyPhase ^ 2 * (bond 2 a * bond 2 b) := by
    intro a b
    simp [bondSum, Fin.sum_univ_three, vecMulVec_apply]
  -- the four entries
  have e00 : bondSum 0 0 = 3 / 4 := by
    rw [h, w2, w1, b0, b1, b2]
    simp only [cons_val_zero]; ring
  have e01 : bondSum 0 1 = -(3 / 4) * I := by
    rw [h, w2, w1, b0, b1, b2]
    simp only [cons_val_zero, cons_val_one]; linear_combination (-I / 4) * r3
  have e10 : bondSum 1 0 = -(3 / 4) * I := by
    rw [h, w2, w1, b0, b1, b2]
    simp only [cons_val_zero, cons_val_one]; linear_combination (-I / 4) * r3
  have e11 : bondSum 1 1 = -(3 / 4) := by
    rw [h, w2, w1, b0, b1, b2]
    simp only [cons_val_one]; linear_combination (-1 / 4) * r3
  rw [Matrix.eta_fin_two bondSum, e00, e01, e10, e11]

end

end HoneycombValleyPhonons
```

Compiling this gives:

```
Main.lean:64:30: error: ring failed, ring expressions not equal
c1 : Real.cos (2 * Real.pi / 3) = -(1 / 2)
s1 : Real.sin (2 * Real.pi / 3) = √3 / 2
c2 : Real.cos (2 * Real.pi * 2 / 3) = -(1 / 2)
s2 : Real.sin (2 * Real.pi * 2 / 3) = -(√3 / 2)
r3 : ↑√3 ^ 2 = 3
b0 : bond 0 = ![1, 0]
b1 : bond 1 = ![-(1 / 2), ↑√3 / 2]
b2 : bond 2 = ![-(1 / 2), -(↑√3 / 2)]
w1 : valleyPhase = -(1 / 2) + ↑√3 / 2 * I
w2 : valleyPhase ^ 2 = -(1 / 2) - ↑√3 / 2 * I
h :
  ∀ (a b : Fin 2),
    bondSum a b = bond 0 a * bond 0 b + valleyPhase * (bond 1 a * bond 1 b) + valleyPhase ^ 2 * (bond 2 a * bond 2 b)
e00 : bondSum 0 0 = 3 / 4
e01 : bondSum 0 1 = -(3 / 4) * I
e10 : bondSum 1 0 = -(3 / 4) * I
⊢ ![0] 0 ^ 2 + ↑√3 * I * ![↑√3 / 2] 0 ^ 2 * (1 / 2) + ↑√3 * I * ![-(↑√3 / 2)] 0 ^ 2 * (-1 / 2) + ↑√3 ^ 2 * (1 / 4) +
        ![↑√3 / 2] 0 ^ 2 * (-1 / 2) +
      ![-(↑√3 / 2)] 0 ^ 2 * (-1 / 2) =
    0
```

The mended proof, as a diff:

```diff
@@ -62,5 +62,5 @@
   have e11 : bondSum 1 1 = -(3 / 4) := by
     rw [h, w2, w1, b0, b1, b2]
-    simp only [cons_val_one]; linear_combination (-1 / 4) * r3
+    simp only [cons_val_zero, cons_val_one]; linear_combination (-1 / 4) * r3
   rw [Matrix.eta_fin_two bondSum, e00, e01, e10, e11]
 
```

The error is in `e11`, the lower right entry, where `linear_combination` ends with an equation that `ring` cannot close. The goal it prints still contains terms such as `![↑√3 / 2] 0`, the entry at index 0 of a vector of length one.

These come from the `simp only` call just before. The lemma `cons_val_one` does not turn `![a, b] 1` into `b` outright; it gives `![b] 0`, and `cons_val_zero` is needed to finish the step. That lemma was not in the list, and `simp only` stopped there.

`ring` does not evaluate vector entries, so it treats `![↑√3 / 2] 0` and `![-(↑√3 / 2)] 0` as unrelated unknowns. It therefore cannot see that both have the same square, or connect them with the `√3` in `r3`.

The repair adds `cons_val_zero` to the list. The entries then become `0`, `√3 / 2` and `-(√3 / 2)`, the terms in `I` cancel, and the unchanged coefficient `-1 / 4` on `r3` closes the goal.
